# Inverting Both Parties of a Finite-Dimensional Bipartite State Gives a Positive Semidefinite Matrix

## From two qubits to arbitrary dimensions

For a 2 × 2 matrix X with rows (x, y) and (z, w), the matrix tr(X) 1 − X has rows (w, −y) and (−z, x). Let ε be the antisymmetric matrix with rows (0, 1) and (−1, 0). Multiplying out gives

tr(X) 1 − X = ε Xᵀ ε†.

The map X ↦ tr(X) 1 − X is called universal state inversion. On a qubit density matrix it reverses the Bloch vector, which is what time reversal does to a spin 1/2. For Hermitian X the transpose equals the complex conjugate, so the right-hand side is the usual antiunitary spin flip.

For two qubits, apply the map to both factors of X ⊗ Y:

(tr(X) 1 − X) ⊗ (tr(Y) 1 − Y) = (ε ⊗ ε)(X ⊗ Y)ᵀ(ε ⊗ ε)†.

Both sides extend linearly to every two-qubit matrix ρ. The transpose on the right acts on the whole matrix, so it preserves positivity even when ρ is entangled, and so does the conjugation by ε ⊗ ε.

The same mechanism works for parties of any finite dimension. Write ρ_A and ρ_B for the partial traces of ρ over B and over A, and define

inv(ρ) = tr(ρ) 1 − ρ_A ⊗ 1 − 1 ⊗ ρ_B + ρ.

The claim is that inv(ρ) is positive semidefinite whenever ρ is.

## A sum over antisymmetric pairs

Let δ(x, y) be the Kronecker delta. For an ordered pair u = (i, j) of basis states of one party, let F_u be the matrix E_ij − E_ji, where E_ij has a single entry 1 in row i and column j:

F_u(a, c) = δ(a, i) δ(c, j) − δ(a, j) δ(c, i).

The product F_u(a, c) F_u(a′, c′) has four terms. Summed over i and j, the first and last each give δ(a, a′) δ(c′, c), and the two cross terms each give −δ(a, c′) δ(a′, c). Hence

Σ_u F_u(a, c) F_u(a′, c′) = 2 D(a, a′, c′, c),

D(a, a′, c′, c) = δ(a, a′) δ(c′, c) − δ(a, c′) δ(a′, c).

For t = (u, v), with u a pair for A and v a pair for B, set K_t = ½ F_u ⊗ F_v. These matrices are real, and the sum over t factorises:

Σ_t K_t((a, b), (c, d)) K_t((a′, b′), (c′, d′)) = D(a, a′, c′, c) D(b, b′, d′, d).

The entry of Σ_t K_t ρᵀ K_t† in row (a, b) and column (a′, b′) is therefore

Σ_{c′,c} D(a, a′, c′, c) Σ_{d′,d} D(b, b′, d′, d) ρ((c′, d′), (c, d)).

Contracting D with any f gives

Σ_{c′,c} D(a, a′, c′, c) f(c′, c) = δ(a, a′) Σ_c f(c, c) − f(a, a′).

Applied to party B, this turns the inner sum into

δ(b, b′) ρ_A(c′, c) − ρ((c′, b), (c, b′)).

Applied then to party A, it yields

δ(a, a′) δ(b, b′) tr(ρ) − δ(b, b′) ρ_A(a, a′) − δ(a, a′) ρ_B(b, b′) + ρ((a, b), (a′, b′)),

which is the corresponding entry of inv(ρ). So, for every ρ, positive or not,

inv(ρ) = Σ_t K_t ρᵀ K_t†.

Now let ρ be positive semidefinite. For a vector x with complex conjugate x̄, x†ρᵀx = x̄†ρx̄ ≥ 0, so ρᵀ is positive semidefinite. Each summand satisfies x†K_t ρᵀ K_t†x = (K_t†x)†ρᵀ(K_t†x) ≥ 0, and a sum of positive semidefinite matrices is positive semidefinite.

## A bound on the marginal purities

Write ρ = B†B. By cyclicity of the trace,

tr(ρ inv(ρ)) = tr(B inv(ρ) B†) ≥ 0.

A local observable sees only its own marginal. For party A,

tr(ρ (X ⊗ 1)) = Σ_{a,a′,b} ρ((a, b), (a′, b)) X(a′, a) = tr(ρ_A X),

and likewise tr(ρ (1 ⊗ Y)) = tr(ρ_B Y). Expanding tr(ρ inv(ρ)) with X = ρ_A and Y = ρ_B gives

tr(ρ_A²) + tr(ρ_B²) ≤ (tr ρ)² + tr(ρ²).

For a density matrix (tr ρ)² = 1. The inequality then limits how pure both marginals of a finite-dimensional bipartite state can be when the joint state is mixed.

## Matrices, marginals and the inverted state in Lean

The basis labels of the parties are two arbitrary finite types `m` and `n`, and ρ is a complex matrix indexed by pairs.

```lean
import Mathlib

open Matrix
open scoped Kronecker ComplexOrder

namespace UniversalStateInversion

noncomputable section

variable {m n : Type*} [Fintype m] [Fintype n] [DecidableEq m] [DecidableEq n]
```

The marginals are explicit partial traces: the traced index is set equal in row and column and summed.

```lean
/-- The reduced matrix of party A: the partial trace over party B. -/
def marginalA (ρ : Matrix (m × n) (m × n) ℂ) : Matrix m m ℂ :=
  Matrix.of fun a a' => ∑ b, ρ (a, b) (a', b)

/-- The reduced matrix of party B: the partial trace over party A. -/
def marginalB (ρ : Matrix (m × n) (m × n) ℂ) : Matrix n n ℂ :=
  Matrix.of fun b b' => ∑ a, ρ (a, b) (a, b')
```

The definition of `inversion` is inv(ρ) as displayed above, with `⊗ₖ` the Kronecker product. It does not require trace one, and its output is in general not normalised.

```lean
/-- Universal state inversion applied to both parties. -/
def inversion (ρ : Matrix (m × n) (m × n) ℂ) : Matrix (m × n) (m × n) ℂ :=
  ρ.trace • (1 : Matrix (m × n) (m × n) ℂ) - marginalA ρ ⊗ₖ (1 : Matrix n n ℂ)
    - (1 : Matrix m m ℂ) ⊗ₖ marginalB ρ + ρ
```

## The operators and their delta identities

`pairFlip u` is F_u, with `u.1` and `u.2` playing the roles of i and j; entries of the identity matrix serve as Kronecker deltas. `kraus t` is K_t. The index runs over all ordered pairs, so i = j contributes zero and each unordered pair appears twice with opposite sign. The factor ½ compensates for this repetition in both parties.

```lean
/-- The antisymmetric matrix `E_ij - E_ji` of a pair of basis states. -/
def pairFlip (u : m × m) : Matrix m m ℂ :=
  Matrix.of fun a c => (1 : Matrix m m ℂ) a u.1 * (1 : Matrix m m ℂ) c u.2
    - (1 : Matrix m m ℂ) a u.2 * (1 : Matrix m m ℂ) c u.1

/-- Half the tensor product of one antisymmetric pair matrix for each party. -/
def kraus (t : (m × m) × (n × n)) : Matrix (m × n) (m × n) ℂ :=
  (1 / 2 : ℂ) • (pairFlip t.1 ⊗ₖ pairFlip t.2)
```

`antiDelta` is D, with its arguments in the order a, a′, c′, c.

```lean
/-- The antisymmetrised product of two Kronecker deltas. -/
def antiDelta (a a' c' c : m) : ℂ :=
  (1 : Matrix m m ℂ) a a' * (1 : Matrix m m ℂ) c' c
    - (1 : Matrix m m ℂ) a c' * (1 : Matrix m m ℂ) a' c

/-- Summation against a Kronecker delta selects one term. -/
theorem delta_sum (a : m) (f : m → ℂ) : ∑ i, (1 : Matrix m m ℂ) a i * f i = f a := by
  simp [Matrix.one_apply]
```

In the next proof, the auxiliary equation `e` writes 2D as the four products of single sums found by hand. The products are then merged into one double sum and compared term by term.

```lean
/-- Products of entries of the pair matrices, summed over all pairs, give twice the
antisymmetrised delta. -/
theorem pairFlip_sum (a a' c' c : m) :
    ∑ u : m × m, pairFlip u a c * pairFlip u a' c' = 2 * antiDelta a a' c' c := by
  let d : m → m → ℂ := fun x y => (1 : Matrix m m ℂ) x y
  -- each of the four products of deltas factorises into two single sums
  have e : 2 * antiDelta a a' c' c =
      (∑ i, d a' i * d a i) * (∑ j, d c j * d c' j)
      - (∑ i, d c' i * d a i) * (∑ j, d c j * d a' j)
      - (∑ i, d c i * d a' i) * (∑ j, d c' j * d a j)
      + (∑ i, d c i * d c' i) * (∑ j, d a' j * d a j) := by
    simp only [d, delta_sum, antiDelta]
    ring
  rw [e, Fintype.sum_prod_type]
  simp only [Finset.sum_mul_sum, ← Finset.sum_sub_distrib, ← Finset.sum_add_distrib]
  refine Finset.sum_congr rfl fun i _ => Finset.sum_congr rfl fun j _ => ?_
  simp only [pairFlip, Matrix.of_apply, d]
  ring
```

For both parties together, `hm` and `hn` record that the deltas are real, so the complex conjugation `star` has no effect. The equation `e` supplies the factor ¼ · 2 · 2 = 1.

```lean
/-- Entries of the two-party operators times complex conjugates of entries, summed over all
operators, give a product of one antisymmetrised delta for each party. -/
theorem kraus_sum (p q s r : m × n) :
    ∑ t : (m × m) × (n × n), kraus t p r * star (kraus t q s)
      = antiDelta p.1 q.1 s.1 r.1 * antiDelta p.2 q.2 s.2 r.2 := by
  have hm : ∀ x y : m, star ((1 : Matrix m m ℂ) x y) = (1 : Matrix m m ℂ) x y := by
    intro x y
    by_cases h : x = y <;> simp [Matrix.one_apply, h]
  have hn : ∀ x y : n, star ((1 : Matrix n n ℂ) x y) = (1 : Matrix n n ℂ) x y := by
    intro x y
    by_cases h : x = y <;> simp [Matrix.one_apply, h]
  have h2 : star (1 / 2 : ℂ) = 1 / 2 := by simp
  have e : antiDelta p.1 q.1 s.1 r.1 * antiDelta p.2 q.2 s.2 r.2 =
      (1 / 4 : ℂ) * ((∑ u : m × m, pairFlip u p.1 r.1 * pairFlip u q.1 s.1)
        * (∑ v : n × n, pairFlip v p.2 r.2 * pairFlip v q.2 s.2)) := by
    rw [pairFlip_sum, pairFlip_sum]
    ring
  rw [e, Finset.sum_mul_sum, Fintype.sum_prod_type, Finset.mul_sum]
  refine Finset.sum_congr rfl fun u _ => ?_
  rw [Finset.mul_sum]
  refine Finset.sum_congr rfl fun v _ => ?_
  simp only [kraus, Matrix.smul_apply, Matrix.kroneckerMap_apply, smul_eq_mul, pairFlip,
    Matrix.of_apply, star_mul', star_sub, hm, hn, h2]
  ring
```

The contraction rule for D follows by applying `delta_sum` to each of its two terms.

```lean
/-- Contracting a one-party matrix with the antisymmetrised delta gives the entries of its
trace times the identity, minus the matrix. -/
theorem antiDelta_contract (a a' : m) (f : m → m → ℂ) :
    ∑ c', ∑ c, antiDelta a a' c' c * f c' c
      = (1 : Matrix m m ℂ) a a' * ∑ c, f c c - f a a' := by
  calc _ = ∑ c', ((1 : Matrix m m ℂ) a a' * ∑ c, (1 : Matrix m m ℂ) c' c * f c' c
        - (1 : Matrix m m ℂ) a c' * ∑ c, (1 : Matrix m m ℂ) a' c * f c' c) := by
        refine Finset.sum_congr rfl fun c' _ => ?_
        rw [Finset.mul_sum, Finset.mul_sum, ← Finset.sum_sub_distrib]
        refine Finset.sum_congr rfl fun c _ => ?_
        simp only [antiDelta]
        ring
    _ = _ := by simp only [delta_sum, Finset.sum_sub_distrib, Finset.mul_sum]
```

## Inversion as a global transpose followed by Kraus terms

`inversion_eq_kraus` states the exact identity for every complex matrix ρ, with `ᵀ` the transpose and `ᴴ` the conjugate transpose. Its first `calc` step writes out the matrix products and moves the sum over t inside. The second inserts `kraus_sum` and separates the indices of the two parties. The third contracts B, then A, and recognises the four terms of `inversion`.

The map applied after the transpose is completely positive because it has this Kraus form; it need not preserve the trace.

```lean
/-- Two-party inversion of `ρ` is the sum over `t` of the transpose of the whole matrix multiplied
by `kraus t` on the left and by its conjugate transpose on the right. -/
theorem inversion_eq_kraus (ρ : Matrix (m × n) (m × n) ℂ) :
    inversion ρ = ∑ t : (m × m) × (n × n), kraus t * ρᵀ * (kraus t)ᴴ := by
  ext ⟨a, b⟩ ⟨a', b'⟩
  symm
  calc _ = ∑ s : m × n, ∑ r : m × n,
        (∑ t, kraus t (a, b) r * star (kraus t (a', b') s)) * ρ s r := by
        simp only [Matrix.sum_apply, Matrix.mul_apply, Matrix.transpose_apply,
          Matrix.conjTranspose_apply, Finset.sum_mul]
        rw [Finset.sum_comm]
        refine Finset.sum_congr rfl fun s _ => ?_
        rw [Finset.sum_comm]
        refine Finset.sum_congr rfl fun r _ => Finset.sum_congr rfl fun t _ => ?_
        ring
    _ = ∑ c', ∑ c, antiDelta a a' c' c *
        ∑ d', ∑ d, antiDelta b b' d' d * ρ (c', d') (c, d) := by
        simp only [kraus_sum]
        simp only [Fintype.sum_prod_type]
        refine Finset.sum_congr rfl fun c' _ => ?_
        rw [Finset.sum_comm]
        refine Finset.sum_congr rfl fun c _ => ?_
        rw [Finset.mul_sum]
        refine Finset.sum_congr rfl fun d' _ => ?_
        rw [Finset.mul_sum]
        refine Finset.sum_congr rfl fun d _ => ?_
        ring
    _ = _ := by
        -- contract party B first, then party A
        simp only [antiDelta_contract]
        rw [inversion, ← Matrix.one_kronecker_one]
        simp only [Matrix.add_apply, Matrix.sub_apply, Matrix.smul_apply, smul_eq_mul,
          Matrix.kroneckerMap_apply, marginalA, marginalB, Matrix.of_apply, Matrix.trace,
          Matrix.diag_apply, Fintype.sum_prod_type, Finset.sum_sub_distrib, ← Finset.mul_sum]
        ring
```

## Positivity of the inverted state

The main theorem assumes `ρ.PosSemidef`, meaning that ρ is Hermitian with a nonnegative quadratic form, and concludes the same for the expression written out in full. This covers all density matrices, entangled ones included, in finite dimension; infinite-dimensional systems are not treated. If one party is one-dimensional, all its F_u vanish and the inverted matrix is zero.

After rewriting with the Kraus identity, `Finset.sum_induction` reduces the claim to three facts: zero is positive semidefinite, sums preserve the property, and each K_t ρᵀ K_t† has it.

```lean
/-- Universal state inversion applied to both parties maps every positive semidefinite
matrix to a positive semidefinite matrix. -/
theorem inversion_posSemidef {ρ : Matrix (m × n) (m × n) ℂ} (hρ : ρ.PosSemidef) :
    (ρ.trace • (1 : Matrix (m × n) (m × n) ℂ) - marginalA ρ ⊗ₖ (1 : Matrix n n ℂ)
      - (1 : Matrix m m ℂ) ⊗ₖ marginalB ρ + ρ).PosSemidef := by
  change (inversion ρ).PosSemidef
  rw [inversion_eq_kraus]
  -- the global transpose is positive, and so is every Kraus term
  exact Finset.sum_induction _ Matrix.PosSemidef (fun _ _ hx hy => hx.add hy)
    Matrix.PosSemidef.zero fun t _ => hρ.transpose.mul_mul_conjTranspose_same (kraus t)
```

The product formula confirms that `inversion` is one-party inversion on each side. By hand, tr(X ⊗ Y) = tr(X) tr(Y), and the marginals of X ⊗ Y are tr(Y) X and tr(X) Y; the four terms then factorise. The proof makes the same comparison entry by entry, for arbitrary X and Y.

```lean
/-- On a product matrix, two-party inversion acts as one-party inversion on each factor. -/
theorem inversion_kronecker (X : Matrix m m ℂ) (Y : Matrix n n ℂ) :
    inversion (X ⊗ₖ Y) = (X.trace • (1 : Matrix m m ℂ) - X) ⊗ₖ
      (Y.trace • (1 : Matrix n n ℂ) - Y) := by
  ext ⟨a, b⟩ ⟨a', b'⟩
  rw [inversion, ← Matrix.one_kronecker_one, Matrix.trace_kronecker]
  simp only [Matrix.add_apply, Matrix.sub_apply, Matrix.smul_apply, smul_eq_mul,
    Matrix.kroneckerMap_apply, marginalA, marginalB, Matrix.of_apply, Matrix.trace,
    Matrix.diag_apply, ← Finset.mul_sum, ← Finset.sum_mul]
  ring
```

## The purity inequality in Lean

The two trace lemmas are the statements about local observables. They hold for arbitrary matrices, Hermitian or not.

```lean
omit [DecidableEq m] in
/-- The trace of `ρ` times `X ⊗ 1` is the trace of the marginal of A times `X`. -/
theorem trace_mul_localA (ρ : Matrix (m × n) (m × n) ℂ) (X : Matrix m m ℂ) :
    (ρ * (X ⊗ₖ (1 : Matrix n n ℂ))).trace = (marginalA ρ * X).trace := by
  simp only [Matrix.trace, Matrix.diag_apply, Matrix.mul_apply, Fintype.sum_prod_type,
    Matrix.kroneckerMap_apply, marginalA, Matrix.of_apply, Finset.sum_mul]
  refine Finset.sum_congr rfl fun a _ => ?_
  rw [Finset.sum_comm]
  refine Finset.sum_congr rfl fun a' _ => Finset.sum_congr rfl fun b _ => ?_
  simp [Matrix.one_apply]

omit [DecidableEq n] in
/-- The trace of `ρ` times `1 ⊗ Y` is the trace of the marginal of B times `Y`. -/
theorem trace_mul_localB (ρ : Matrix (m × n) (m × n) ℂ) (Y : Matrix n n ℂ) :
    (ρ * ((1 : Matrix m m ℂ) ⊗ₖ Y)).trace = (marginalB ρ * Y).trace := by
  simp only [Matrix.trace, Matrix.diag_apply, Matrix.mul_apply, Fintype.sum_prod_type,
    Matrix.kroneckerMap_apply, marginalB, Matrix.of_apply, Finset.sum_mul]
  rw [Finset.sum_comm]
  refine Finset.sum_congr rfl fun b _ => ?_
  refine Eq.trans (Finset.sum_congr rfl fun a _ => ?_) Finset.sum_comm
  rw [Finset.sum_comm]
  simp [Matrix.one_apply]
```

In `purity_inequality`, positivity of ρ supplies the factor `B` with ρ = B†B. The hypothesis `h` starts as the nonnegativity of tr(B inv(ρ) B†). `Matrix.trace_mul_cycle` turns it into tr(ρ inv(ρ)) ≥ 0, and the trace lemmas expand it into the four terms of the bound. The inequality is stated between complex numbers, where ≤ means that the imaginary parts agree and the real parts are ordered. Here all the traces are real, because ρ and its marginals are Hermitian.

```lean
open scoped MatrixOrder Matrix.Norms.L2Operator in
/-- For positive semidefinite `ρ`, the traces of the squares of the two marginals add up to at most
the squared trace of `ρ` plus the trace of the square of `ρ`. -/
theorem purity_inequality {ρ : Matrix (m × n) (m × n) ℂ} (hρ : ρ.PosSemidef) :
    (marginalA ρ * marginalA ρ).trace + (marginalB ρ * marginalB ρ).trace
      ≤ ρ.trace ^ 2 + (ρ * ρ).trace := by
  obtain ⟨B, hB⟩ := CStarAlgebra.nonneg_iff_eq_star_mul_self.mp
    (Matrix.nonneg_iff_posSemidef.mpr hρ)
  rw [Matrix.star_eq_conjTranspose] at hB
  -- the overlap of `ρ` with its inverted partner is nonnegative
  have h := ((inversion_posSemidef hρ).mul_mul_conjTranspose_same B).trace_nonneg
  rw [Matrix.trace_mul_cycle, ← hB] at h
  simp only [Matrix.mul_add, Matrix.mul_sub, Matrix.mul_smul, Matrix.mul_one,
    Matrix.trace_add, Matrix.trace_sub, Matrix.trace_smul, smul_eq_mul,
    trace_mul_localA, trace_mul_localB] at h
  rw [← sub_nonneg]
  convert h using 1
  ring

end

end UniversalStateInversion
```

```lean
#print axioms UniversalStateInversion.inversion_posSemidef
#print axioms UniversalStateInversion.inversion_kronecker
#print axioms UniversalStateInversion.purity_inequality
```

```
'UniversalStateInversion.inversion_posSemidef' depends on axioms: [propext, Classical.choice, Quot.sound]
'UniversalStateInversion.inversion_kronecker' depends on axioms: [propext, Classical.choice, Quot.sound]
'UniversalStateInversion.purity_inequality' depends on axioms: [propext, Classical.choice, Quot.sound]
```
